# The quartic double well has one positive self-consistent force constant at each temperature in a centred thermal Gaussian

At the top of a double well the harmonic force constant is negative, so it defines no thermal Gaussian to sample from. Anharmonic renormalization replaces it by a curvature averaged over a Gaussian whose width depends on the answer. If that condition had several positive solutions, a converged result could depend on the starting guess, and a computed temperature curve could jump between branches. For the quartic double well, with the Gaussian held centred on the barrier top, there is only one.

## A quadratic equation for the stiffness

Take \(V(x)=-a x^2/2+b x^4/4\) with \(a,b>0\), and a temperature \(T>0\) in energy units. Write \(\langle\cdot\rangle_v\) for the average over a Gaussian of mean zero and variance \(v\). A force constant \(K>0\) is self-consistent if

\[
K=\langle V''\rangle_{T/K}.
\]

This is equivalent to \(K^2+aK=3bT\), whose only positive solution is

\[
K_*(T)=\frac{-a+\sqrt{a^2+12bT}}{2}.
\]

It increases strictly with \(T\), and \(K_*(T)/T\to 3b/a\) as \(T\to0^+\).

## The update inside a self-consistent phonon loop

One simple form of a self-consistent phonon loop draws displacements from the current Gaussian, averages the curvature, and updates the force constant; other schemes fit sampled forces or evaluate the averages analytically. For this single classical coordinate, the update is

\[
K_{\text{new}}=F(K)=-a+\frac{3bT}{K}.
\]

Having one solution does not make this iteration converge. At the solution \(F'(K_*)=-3bT/K_*^2=-(1+a/K_*)\), which is below \(-1\), so small errors grow. Mixing a fraction \(\alpha\) of the new value with \(1-\alpha\) of the old changes the slope to \(1-\alpha(2+a/K_*)\). The mixed iteration converges locally for \(0<\alpha<2K_*/(2K_*+a)\), a range that shrinks to nothing as \(T\to0^+\).

With \(a=b=1\) and \(T=2/3\), the solution is \(K_*=1\). Starting from \(1.1\), the plain update gives about \(0.818\), then \(1.444\). With \(\alpha=1/3\), the first step already gives about \(1.006\).

## From the averaged curvature to the low-temperature limit

Differentiating twice gives \(V'(x)=-ax+bx^3\) and \(V''(x)=-a+3bx^2\). The Gaussian has mean zero, so its second moment is its variance, and

\[
\langle V''\rangle_v=-a+3bv.
\]

Setting \(v=T/K\) turns self-consistency into \(K=-a+3bT/K\). Multiplying by \(K>0\) gives \(K^2+aK=3bT\), and dividing by \(K\) leads back.

Since \(12bT>0\), the square root in \(K_*\) exceeds \(a\), so \(K_*>0\). Squaring \(2K_*+a=\sqrt{a^2+12bT}\) gives \(4K_*^2+4aK_*=12bT\), which is the quadratic equation. If \(K>0\) is another solution, subtracting the two equations gives

\[
(K-K_*)(K+K_*+a)=0.
\]

The second factor is positive, hence \(K=K_*\).

Raising \(T\) raises \(a^2+12bT\), therefore its square root, therefore \(K_*\). For the limit, write the quadratic equation as

\[
\frac{K_*}{T}=\frac{3b}{K_*+a}.
\]

By continuity \(K_*(T)\to(-a+\sqrt{a^2})/2=0\), so the ratio tends to \(3b/a\).

Its inverse, the variance \(T/K_*\), tends to \(a/(3b)\). The Gaussian therefore keeps a finite width as the temperature vanishes: its standard deviation approaches the distance from the barrier top to the inflection points of \(V\), where the curvature is zero.

## The Lean file

```lean
import Mathlib

open ProbabilityTheory MeasureTheory Filter Topology

namespace AnharmonicRenormalization

noncomputable section

/-- The double-well potential `V(x) = -a x²/2 + b x⁴/4`. -/
def potential (a b x : ℝ) : ℝ := -a * x ^ 2 / 2 + b * x ^ 4 / 4

/-- The average of `f` over the centered Gaussian of variance `v`, for `v ≥ 0`. -/
def gaussAvg (v : ℝ) (f : ℝ → ℝ) : ℝ := ∫ x, f x ∂(gaussianReal 0 v.toNNReal)

/-- The force constant `K` equals the curvature of the potential averaged over the Gaussian
of variance `T / K`; meant for `K > 0` and `T ≥ 0`, with `T` in energy units. -/
def SelfConsistent (a b T K : ℝ) : Prop :=
  gaussAvg (T / K) (deriv (deriv (potential a b))) = K

/-- The closed form `(-a + √(a² + 12 b T)) / 2`, for `a² + 12 b T ≥ 0`. -/
def stiffness (a b T : ℝ) : ℝ := (-a + √(a ^ 2 + 12 * b * T)) / 2

/-- The curvature of the double well is `V''(x) = -a + 3 b x²`. -/
theorem curvature (a b : ℝ) :
    deriv (deriv (potential a b)) = fun x => -a + 3 * b * x ^ 2 := by
  have h1 : deriv (potential a b) = fun x => -a * x + b * x ^ 3 := by
    funext x
    have h2 : HasDerivAt (fun y : ℝ => y ^ 2) (2 * x) x := by
      simpa using hasDerivAt_pow 2 x
    have h4 : HasDerivAt (fun y : ℝ => y ^ 4) (4 * x ^ 3) x := by
      simpa using hasDerivAt_pow 4 x
    have h : HasDerivAt (potential a b) (-a * (2 * x) / 2 + b * (4 * x ^ 3) / 4) x :=
      ((h2.const_mul (-a)).div_const 2).fun_add ((h4.const_mul b).div_const 4)
    rw [h.deriv]
    ring
  rw [h1]
  funext x
  have h3 : HasDerivAt (fun y : ℝ => y ^ 3) (3 * x ^ 2) x := by
    simpa using hasDerivAt_pow 3 x
  have h : HasDerivAt (fun y : ℝ => -a * y + b * y ^ 3) (-a * 1 + b * (3 * x ^ 2)) x :=
    ((hasDerivAt_id' x).const_mul (-a)).fun_add (h3.const_mul b)
  rw [h.deriv]
  ring

/-- Over a centered Gaussian of variance `v ≥ 0` the curvature of the double well
averages to `-a + 3 b v`. -/
theorem gaussAvg_curvature (a b : ℝ) {v : ℝ} (hv : 0 ≤ v) :
    gaussAvg v (deriv (deriv (potential a b))) = -a + 3 * b * v := by
  -- the second moment is the variance, because the mean vanishes
  have hm : ∫ x, x ^ 2 ∂(gaussianReal 0 v.toNNReal) = v := by
    have h := variance_of_integral_eq_zero (μ := gaussianReal 0 v.toNNReal) (X := id)
      aemeasurable_id (by simp)
    rw [variance_id_gaussianReal, Real.coe_toNNReal v hv] at h
    exact h.symm
  have hL : MemLp id 2 (gaussianReal 0 v.toNNReal) := by
    exact_mod_cast memLp_id_gaussianReal (μ := 0) (v := v.toNNReal) 2
  have hi : Integrable (fun x : ℝ => x ^ 2) (gaussianReal 0 v.toNNReal) := hL.integrable_sq
  rw [curvature]
  unfold gaussAvg
  rw [integral_add (integrable_const _) (hi.const_mul _), integral_const_mul, hm]
  simp

/-- For `K > 0` and `T ≥ 0`, self-consistency is the quadratic equation
`K² + a K = 3 b T`. -/
theorem selfConsistent_iff_quadratic (a b : ℝ) {T K : ℝ} (hT : 0 ≤ T) (hK : 0 < K) :
    SelfConsistent a b T K ↔ K ^ 2 + a * K = 3 * b * T := by
  have hv : T / K * K = T := div_mul_cancel₀ T hK.ne'
  unfold SelfConsistent
  rw [gaussAvg_curvature a b (div_nonneg hT hK.le)]
  generalize T / K = v at hv ⊢
  constructor
  · intro h
    linear_combination (-K) * h + 3 * b * hv
  · intro h
    apply mul_right_cancel₀ hK.ne'
    linear_combination -h + 3 * b * hv

/-- For `a, b, T > 0` the closed form is positive and solves the quadratic equation. -/
theorem stiffness_spec {a b T : ℝ} (ha : 0 < a) (hb : 0 < b) (hT : 0 < T) :
    0 < stiffness a b T ∧ stiffness a b T ^ 2 + a * stiffness a b T = 3 * b * T := by
  have hbT : 0 < b * T := mul_pos hb hT
  have hs : √(a ^ 2 + 12 * b * T) ^ 2 = a ^ 2 + 12 * b * T :=
    Real.sq_sqrt (by positivity)
  have hlt : a < √(a ^ 2 + 12 * b * T) := Real.lt_sqrt_of_sq_lt (by nlinarith)
  unfold stiffness
  constructor
  · linarith
  · linear_combination hs / 4

/-- For `a, b, T > 0`, a force constant `K > 0` is self-consistent exactly when
`K = (-a + √(a² + 12 b T)) / 2`. -/
theorem selfConsistent_iff {a b T K : ℝ} (ha : 0 < a) (hb : 0 < b) (hT : 0 < T)
    (hK : 0 < K) : SelfConsistent a b T K ↔ K = stiffness a b T := by
  obtain ⟨hp, hq⟩ := stiffness_spec ha hb hT
  rw [selfConsistent_iff_quadratic a b hT.le hK]
  constructor
  · intro h
    -- the difference of the two quadratics factorises, with one factor positive
    have hne : K + stiffness a b T + a ≠ 0 := by positivity
    have hz : (K - stiffness a b T) * (K + stiffness a b T + a) = 0 := by
      linear_combination h - hq
    exact sub_eq_zero.mp ((mul_eq_zero.mp hz).resolve_right hne)
  · intro h
    rw [h]
    exact hq

/-- For `a, b > 0` the ratio of the closed form to `T` tends to `3 b / a` as `T` tends
to zero from above. -/
theorem stiffness_div_tendsto {a b : ℝ} (ha : 0 < a) (hb : 0 < b) :
    Tendsto (fun T => stiffness a b T / T) (𝓝[>] 0) (𝓝 (3 * b / a)) := by
  have hc : Continuous (stiffness a b) := by
    change Continuous (fun T => (-a + √(a ^ 2 + 12 * b * T)) / 2)
    fun_prop
  have h0 : stiffness a b 0 = 0 := by simp [stiffness, Real.sqrt_sq ha.le]
  have h1 : Tendsto (stiffness a b) (𝓝[>] 0) (𝓝 0) := by
    have h := hc.tendsto 0
    rw [h0] at h
    exact h.mono_left nhdsWithin_le_nhds
  have h2 := h1.add_const a
  rw [zero_add] at h2
  have h3 : Tendsto (fun T => 3 * b / (stiffness a b T + a)) (𝓝[>] 0) (𝓝 (3 * b / a)) :=
    tendsto_const_nhds.div h2 ha.ne'
  -- the quadratic equation gives K / T = 3 b / (K + a)
  refine h3.congr' ?_
  filter_upwards [self_mem_nhdsWithin] with T hT
  have hT' : 0 < T := hT
  obtain ⟨hp, hq⟩ := stiffness_spec ha hb hT'
  rw [div_eq_div_iff (add_pos hp ha).ne' hT'.ne']
  linear_combination -hq

/-- For `a, b > 0` there is exactly one self-consistent `K > 0` at each temperature `T > 0`.
As a function of `T` it increases strictly, and `K / T` tends to `3 b / a` as `T` tends to
zero from above. -/
theorem anharmonic_renormalization {a b : ℝ} (ha : 0 < a) (hb : 0 < b) :
    (∀ T > 0, ∃! K, 0 < K ∧ SelfConsistent a b T K) ∧
    ∀ K : ℝ → ℝ, (∀ T > 0, 0 < K T ∧ SelfConsistent a b T (K T)) →
      StrictMonoOn K (Set.Ioi 0) ∧
      Tendsto (fun T => K T / T) (𝓝[>] 0) (𝓝 (3 * b / a)) := by
  refine ⟨fun T hT => ?_, fun K hK => ?_⟩
  · have hp := (stiffness_spec ha hb hT).1
    exact ⟨stiffness a b T, ⟨hp, (selfConsistent_iff ha hb hT hp).mpr rfl⟩,
      fun L hL => (selfConsistent_iff ha hb hT hL.1).mp hL.2⟩
  · have he : ∀ T > 0, K T = stiffness a b T := fun T hT =>
      (selfConsistent_iff ha hb hT (hK T hT).1).mp (hK T hT).2
    constructor
    · intro S hS T hT hST
      have hS' : 0 < S := hS
      rw [he S hS, he T hT]
      have hlt : a ^ 2 + 12 * b * S < a ^ 2 + 12 * b * T := by gcongr
      have h := Real.sqrt_lt_sqrt (by positivity) hlt
      unfold stiffness
      linarith
    · refine (stiffness_div_tendsto ha hb).congr' ?_
      filter_upwards [self_mem_nhdsWithin] with T hT
      rw [he T hT]

/-- For `a, b > 0` the variance `T / K` of the self-consistent Gaussian tends to
`a / (3 b)` as `T` tends to zero from above. -/
theorem variance_tendsto {a b : ℝ} (ha : 0 < a) (hb : 0 < b) (K : ℝ → ℝ)
    (hK : ∀ T > 0, 0 < K T ∧ SelfConsistent a b T (K T)) :
    Tendsto (fun T => T / K T) (𝓝[>] 0) (𝓝 (a / (3 * b))) := by
  have hne : 3 * b / a ≠ 0 := by positivity
  have h := (((anharmonic_renormalization ha hb).2 K hK).2).inv₀ hne
  simpa only [inv_div] using h

end

end AnharmonicRenormalization
```

```lean
#print axioms AnharmonicRenormalization.selfConsistent_iff
#print axioms AnharmonicRenormalization.variance_tendsto
```

```
'AnharmonicRenormalization.selfConsistent_iff' depends on axioms: [propext, Classical.choice, Quot.sound]
'AnharmonicRenormalization.variance_tendsto' depends on axioms: [propext, Classical.choice, Quot.sound]
```

## An exact result for one classical coordinate

**Objects.** `potential a b` is \(V\), and its curvature is the actual second derivative, `deriv (deriv (potential a b))`. `gaussAvg v f` integrates `f` against Mathlib's Gaussian measure with mean zero; the parameter `v` is the variance, not the standard deviation. `SelfConsistent a b T K` is the equation between averaged curvature and force constant. The closed form `stiffness a b T` is \(K_*(T)\), and it does not enter that definition.

**Statement.** The first part of `anharmonic_renormalization` says that for every `T > 0` exactly one `K` satisfies both `0 < K` and `SelfConsistent a b T K`. Negative values have to be excluded, because `toNNReal` turns a negative variance into zero and \(K=-a\) would then satisfy the equation as well. The second part takes any function `K : ℝ → ℝ` that gives a positive self-consistent value at each positive temperature. It concludes that `K` is strictly increasing on `Set.Ioi 0`, the positive temperatures, and that `K T / T` has the stated limit from above. `variance_tendsto` gives the limit of the variance for the same functions.

**Proof.** `curvature` computes the two derivatives. `gaussAvg_curvature` identifies the second moment with the variance and establishes the integrability needed to split the average. `selfConsistent_iff_quadratic` multiplies by \(K\) in one direction and cancels it in the other; `linear_combination` does the algebra. `stiffness_spec` shows that the closed form is positive and solves the quadratic equation, and `selfConsistent_iff` obtains uniqueness from the factorization above. `stiffness_div_tendsto` combines continuity with the formula for \(K_*/T\). The main theorem then identifies any admissible `K` with `stiffness` at positive temperatures, proves strict monotonicity from that of the square root, and transfers the limit, while `variance_tendsto` inverts the limit.

**Scope.** The theorems concern exact solutions of the equation, not the iteration that looks for them, its sampling noise or its rounding. The variance \(T/K\) is that of a classical harmonic oscillator, so zero-point motion is absent. The Gaussian is held at the barrier top and its centre is not relaxed. The average is taken over this Gaussian and not over the Boltzmann distribution of \(V\), so \(K\) is the stiffness of an approximation. Coupled modes and other potentials need their own analysis.
